# Uniform half filling for free fermions with bipartite hopping at zero chemical potential and finite temperature

## Question

In a finite-temperature tight-binding calculation at half filling (the U = 0 limit of a Hubbard cluster) I skip the root search for the chemical potential when the cluster is bipartite and has no on-site energies: I set μ = 0 and check my code against a density of 1/2 per spin on every site. I rely on this also when each bond has its own random hopping, so that no lattice symmetry relates the sites. The claim behind the step is this. Give each site a sign e_i, let h be a real symmetric matrix with h_ij = 0 whenever e_i = e_j (so its diagonal is zero too), and let β be real. Then 1 + exp(βh) is invertible and every diagonal entry of its inverse is 1/2. Can this be stated and proved in Lean 4 with Mathlib, and is the bipartite condition really needed?

## Answer

It can, for real symmetric and complex Hermitian hopping alike, and a uniform triangle shows that the condition cannot simply be dropped. The result is a finite-temperature counterpart of the Coulson–Rushbrooke theorem for alternant systems, which also contains the pairing of levels ±ε and the uniform charge of the ground state; neither is among the statements below.

### Modelling choices

The sites form a finite type `n`, with N elements. Matrix entries lie in a field `𝕜` with `RCLike 𝕜`, which covers ℝ (real symmetric h) and ℂ (hoppings with phases). `IsHermitian` is the condition h† = h.

The sublattice label is a function `s : n → Bool`, with e_i = +1 for `true` and −1 for `false`. `IsInterSublattice s h` says h_ij = 0 whenever the labels of i and j agree, which includes the diagonal, so h carries no on-site energy. Nothing is said about the range of the hopping, connectedness, or the sizes of the two sublattices. `IsIntraSublattice s W` is the complementary condition, W_ij = 0 when the labels differ; it admits on-site potentials, a term −μ·1 and hopping within a sublattice. `gauge 𝕜 s` is the matrix S = diag(e_i).

`density β H` is the matrix

ρ(H) = (1 + exp(βH))⁻¹

with the matrix exponential `NormedSpace.exp`. For one species of free fermions with Hamiltonian Σ H_ij c_i† c_j in the grand canonical ensemble at inverse temperature β = 1/(k_B T), this is the standard expression for ρ_ij = ⟨c_j† c_i⟩, any chemical potential being absorbed in H. The formula is taken as the definition; there is no Fock space in the file. Mathlib's inverse of a singular matrix is zero, which is why invertibility is made part of the theorem.

The main statement, `uniform_half_filling`, reads: for every real β, every labelling s and every Hermitian h with `IsInterSublattice s h`, the matrix 1 + exp(βh) is invertible (`IsUnit`), ρ(h)_ii = 1/2 for every site i, and tr ρ(h) = N/2. It rests on `density_particle_hole`: if in addition W is Hermitian and intra-sublattice, then for i, j with equal labels

ρ(h + W)_ij + ρ(h − W)_ij = δ_ij.

### Derivation by hand

Step 1, the gauge. Since S is diagonal,

(S M S)_ij = e_i e_j M_ij,

so entries within a sublattice are kept and entries between sublattices change sign. Taking M = 1 gives S² = 1. All nonzero entries of h lie between sublattices and all those of W within one, hence

S (h + W) S = −h + W = −(h − W).

Step 2, invertibility. For Hermitian H and real β, the matrix B = exp(βH/2) is Hermitian and exp(βH) = B B = B†B. For any v ≠ 0,

v† (1 + B†B) v = |v|² + |Bv|² > 0,

so 1 + exp(βH) is positive definite and invertible.

Step 3, particles and holes. Put E = exp(βH), E′ = exp(−βH) and G = (1 + E)⁻¹. Because E′E = 1,

(1 + E′) E G = (E + 1) G = 1,

so (1 + E′)⁻¹ = E G, and

ρ(H) + ρ(−H) = G + E G = (1 + E) G = 1.

This is the matrix form of f(ε) + f(−ε) = 1 for the Fermi function.

Step 4, change of basis. If U V = 1 for square matrices U and V, then also V U = 1, and therefore (U A V)ᵏ = U Aᵏ V term by term in the exponential series, so exp(βUHV) = U E V. Then 1 + U E V = U (1 + E) V, whose inverse is U G V:

ρ(U H V) = U ρ(H) V.

Step 5, combination. Step 4 with U = V = S, followed by Steps 1 and 3, gives

S ρ(h + W) S = ρ(−(h − W)) = 1 − ρ(h − W).

For e_i = e_j the left side has entry ρ(h + W)_ij, which is the identity stated above. With W = 0 both terms coincide, so 2ρ(h)_ij = δ_ij on a sublattice. The diagonal entries are 1/2 and their sum is N/2. The values of the hoppings never enter, which is why disorder in them has no effect on the site densities.

Step 6, the triangle. For three sites with equal hopping t the levels are 2t, −t, −t, and site 0 has weight 1/3 in the first level and 2/3 in the degenerate pair. With x = exp(βt), the occupations are 1/(1 + x²) and 1/(1 + 1/x) = x/(1 + x), so

ρ₀₀ = (1/3) · 1/(1 + x²) + (2/3) · x/(1 + x).

Subtracting 1/2 over the denominator 6(1 + x)(1 + x²) leaves the numerator

2(1 + x) + 4x(1 + x²) − 3(1 + x)(1 + x²) = x³ − 3x² + 3x − 1 = (x − 1)³.

This vanishes only for x = 1, that is βt = 0.

### The Lean file

```lean
import Mathlib

open Matrix

namespace ParticleHoleHalfFilling

noncomputable section

variable {n : Type*} [Fintype n] [DecidableEq n] {𝕜 : Type*} [RCLike 𝕜]

/-- Bipartite hopping: the matrix vanishes between sites of the same sublattice. -/
def IsInterSublattice (s : n → Bool) (h : Matrix n n 𝕜) : Prop :=
  ∀ i j, s i = s j → h i j = 0

/-- The matrix vanishes between sites of opposite sublattices, as on-site potentials and
hoppings within a sublattice do. -/
def IsIntraSublattice (s : n → Bool) (W : Matrix n n 𝕜) : Prop :=
  ∀ i j, s i ≠ s j → W i j = 0

/-- The sublattice gauge: the diagonal matrix of signs, `+1` on one sublattice and `-1` on
the other. -/
def gauge (K : Type*) [RCLike K] (s : n → Bool) : Matrix n n K :=
  diagonal fun i => if s i then 1 else -1

/-- The one-particle density matrix `(1 + exp(βH))⁻¹` of free fermions with one-particle
Hamiltonian `H` at inverse temperature `β`. -/
def density (β : ℝ) (H : Matrix n n 𝕜) : Matrix n n 𝕜 :=
  (1 + NormedSpace.exp (β • H))⁻¹

/-- Conjugation by the gauge keeps entries within a sublattice and flips the sign of entries
between the sublattices. -/
theorem gauge_conj_apply (s : n → Bool) (M : Matrix n n 𝕜) (i j : n) :
    (gauge 𝕜 s * M * gauge 𝕜 s) i j = if s i = s j then M i j else -M i j := by
  simp only [gauge, Matrix.mul_diagonal, Matrix.diagonal_mul]
  cases s i <;> cases s j <;> simp

/-- The gauge squares to the identity. -/
theorem gauge_mul_self (s : n → Bool) : gauge 𝕜 s * gauge 𝕜 s = 1 := by
  ext i j
  have h := gauge_conj_apply s (1 : Matrix n n 𝕜) i j
  rw [Matrix.mul_one] at h
  rw [h]
  split_ifs with hs
  · rfl
  · have hij : i ≠ j := fun hij => hs (by rw [hij])
    simp [Matrix.one_apply_ne hij]

/-- For bipartite hopping `h` and an intra-sublattice term `W`, the gauge maps `h + W` to
`-(h - W)`. -/
theorem gauge_conj_hamiltonian {s : n → Bool} {h W : Matrix n n 𝕜}
    (hb : IsInterSublattice s h) (hw : IsIntraSublattice s W) :
    gauge 𝕜 s * (h + W) * gauge 𝕜 s = -(h - W) := by
  ext i j
  rw [gauge_conj_apply]
  split_ifs with hs
  · simp [hb i j hs]
  · simp [hw i j hs]

open scoped ComplexOrder in
/-- For Hermitian `H` and real `β` the matrix `1 + exp(βH)` is invertible. -/
theorem isUnit_one_add_exp (β : ℝ) {H : Matrix n n 𝕜} (hH : H.IsHermitian) :
    IsUnit (1 + NormedSpace.exp (β • H)) := by
  have hB : ((β / 2) • H)ᴴ = (β / 2) • H := by
    rw [Matrix.conjTranspose_smul, hH.eq, star_trivial]
  have hE : (NormedSpace.exp ((β / 2) • H))ᴴ = NormedSpace.exp ((β / 2) • H) := by
    rw [← Matrix.exp_conjTranspose, hB]
  -- exp(βH) = Bᴴ B with B = exp(βH/2)
  have hsplit : NormedSpace.exp (β • H)
      = (NormedSpace.exp ((β / 2) • H))ᴴ * NormedSpace.exp ((β / 2) • H) := by
    have h := Matrix.exp_add_of_commute ((β / 2) • H) ((β / 2) • H) (Commute.refl _)
    rw [← add_smul, add_halves] at h
    rw [hE]
    exact h
  rw [hsplit]
  -- identity plus positive semidefinite is positive definite
  exact (Matrix.PosDef.one.add_posSemidef
    (Matrix.posSemidef_conjTranspose_mul_self _)).isUnit

/-- The density matrices of a Hermitian `H` and of `-H` add up to the identity. -/
theorem density_add_density_neg (β : ℝ) {H : Matrix n n 𝕜} (hH : H.IsHermitian) :
    density β H + density β (-H) = 1 := by
  have hG := Matrix.mul_nonsing_inv _
    ((Matrix.isUnit_iff_isUnit_det _).mp (isUnit_one_add_exp β hH))
  have hEE : NormedSpace.exp (-(β • H)) * NormedSpace.exp (β • H) = 1 := by
    have h := Matrix.exp_add_of_commute (-(β • H)) (β • H) (Commute.refl (β • H)).neg_left
    rw [neg_add_cancel, NormedSpace.exp_zero] at h
    exact h.symm
  -- with E' E = 1 and G = (1 + E)⁻¹ one has (1 + E')⁻¹ = E G
  have key : ∀ E E' G : Matrix n n 𝕜, E' * E = 1 → (1 + E) * G = 1 → G + (1 + E')⁻¹ = 1 := by
    intro E E' G h1 h2
    have h3 : (1 + E') * (E * G) = 1 := by
      calc (1 + E') * (E * G) = (E' * E + E) * G := by noncomm_ring
        _ = 1 := by rw [h1, h2]
    rw [Matrix.inv_eq_right_inv h3]
    calc G + E * G = (1 + E) * G := by noncomm_ring
      _ = 1 := h2
  unfold density
  rw [smul_neg]
  exact key _ _ _ hEE hG

/-- A change of one-particle basis `H ↦ U H V` with `U V = 1` transforms the density matrix
in the same way, when `1 + exp(βH)` is invertible. -/
theorem density_conj (β : ℝ) {U V H : Matrix n n 𝕜} (hUV : U * V = 1)
    (hH : IsUnit (1 + NormedSpace.exp (β • H))) :
    density β (U * H * V) = U * density β H * V := by
  have hVU : V * U = 1 := mul_eq_one_comm.mp hUV
  have hinv : U⁻¹ = V := Matrix.inv_eq_right_inv hUV
  have hU : IsUnit U := ⟨⟨U, V, hUV, hVU⟩, rfl⟩
  have hs : β • (U * H * V) = U * (β • H) * V := by
    rw [Matrix.mul_smul, Matrix.smul_mul]
  have hexp : NormedSpace.exp (U * (β • H) * V) = U * NormedSpace.exp (β • H) * V := by
    rw [← hinv]
    exact Matrix.exp_conj _ _ hU
  have hG := Matrix.mul_nonsing_inv _ ((Matrix.isUnit_iff_isUnit_det _).mp hH)
  have key : ∀ E G : Matrix n n 𝕜, (1 + E) * G = 1 → (1 + U * E * V) * (U * G * V) = 1 := by
    intro E G h
    have h1 : 1 + U * E * V = U * (1 + E) * V := by
      rw [Matrix.mul_add, Matrix.mul_one, Matrix.add_mul, hUV]
    rw [h1]
    calc U * (1 + E) * V * (U * G * V) = U * ((1 + E) * (V * U) * G) * V := by
          simp only [Matrix.mul_assoc]
      _ = 1 := by rw [hVU, Matrix.mul_one, h, Matrix.mul_one, hUV]
  unfold density
  rw [hs, hexp]
  exact Matrix.inv_eq_right_inv (key _ _ hG)

/-- For Hermitian bipartite hopping `h` and a Hermitian intra-sublattice term `W`, the density
matrices of `h + W` and `h - W` add up to `δ_ij` on any two sites of one sublattice. -/
theorem density_particle_hole (β : ℝ) {s : n → Bool} {h W : Matrix n n 𝕜}
    (hH : h.IsHermitian) (hW : W.IsHermitian)
    (hb : IsInterSublattice s h) (hw : IsIntraSublattice s W) {i j : n} (hs : s i = s j) :
    density β (h + W) i j + density β (h - W) i j = (1 : Matrix n n 𝕜) i j := by
  -- S ρ(h + W) S = ρ(-(h - W)) = 1 - ρ(h - W)
  have h1 := density_conj β (gauge_mul_self (𝕜 := 𝕜) s) (isUnit_one_add_exp β (hH.add hW))
  rw [gauge_conj_hamiltonian hb hw] at h1
  have h2 := density_add_density_neg β (hH.sub hW)
  rw [h1] at h2
  have h3 := congrFun (congrFun h2 i) j
  rw [Matrix.add_apply, gauge_conj_apply, if_pos hs] at h3
  exact (add_comm _ _).trans h3

/-- For Hermitian bipartite hopping the density matrix equals `δ_ij / 2` on any two sites of
one sublattice. -/
theorem density_same_sublattice (β : ℝ) {s : n → Bool} {h : Matrix n n 𝕜}
    (hH : h.IsHermitian) (hb : IsInterSublattice s h) {i j : n} (hs : s i = s j) :
    density β h i j = if i = j then 1 / 2 else 0 := by
  have h3 := density_particle_hole β (W := 0) hH Matrix.isHermitian_zero hb
    (fun _ _ _ => rfl) hs
  rw [add_zero, sub_zero, Matrix.one_apply] at h3
  by_cases hij : i = j
  · rw [if_pos hij] at h3
    rw [if_pos hij]
    linear_combination (1 / 2 : 𝕜) * h3
  · rw [if_neg hij] at h3
    rw [if_neg hij]
    linear_combination (1 / 2 : 𝕜) * h3

/-- For any Hermitian (real symmetric or complex) bipartite hopping matrix and real `β`,
`1 + exp(βh)` is invertible, every site has density `1/2`, and the total particle number is
half the number of sites. -/
theorem uniform_half_filling (β : ℝ) {s : n → Bool} {h : Matrix n n 𝕜}
    (hH : h.IsHermitian) (hb : IsInterSublattice s h) :
    IsUnit (1 + NormedSpace.exp (β • h)) ∧ (∀ i, density β h i i = 1 / 2) ∧
      (density β h).trace = (Fintype.card n : 𝕜) / 2 := by
  have hd : ∀ i, density β h i i = 1 / 2 := by
    intro i
    rw [density_same_sublattice β hH hb (rfl : s i = s i), if_pos rfl]
  refine ⟨isUnit_one_add_exp β hH, hd, ?_⟩
  have ht : (density β h).trace = ∑ _i : n, (1 / 2 : 𝕜) :=
    Finset.sum_congr rfl fun i _ => hd i
  rw [ht, Finset.sum_const, Finset.card_univ, nsmul_eq_mul]
  ring

/-- For a diagonal Hamiltonian with real levels `d i` the density matrix is diagonal with the
Fermi occupations `1 / (1 + exp(β d i))`. -/
theorem density_diagonal (β : ℝ) (d : n → ℝ) :
    density β (diagonal d) = diagonal fun i => 1 / (1 + Real.exp (β * d i)) := by
  have h0 : density β (diagonal d) = (1 + NormedSpace.exp (β • diagonal d))⁻¹ := rfl
  have hs : β • diagonal d = diagonal fun i => β * d i := by
    ext i j
    by_cases hij : i = j <;> simp [hij]
  have hpi : ∀ f : n → ℝ, NormedSpace.exp f = fun i => Real.exp (f i) := by
    intro f
    funext i
    show NormedSpace.exp f i = Real.exp (f i)
    rw [Real.exp_eq_exp_ℝ]
    exact Pi.coe_exp f i
  rw [h0, hs, Matrix.exp_diagonal, hpi]
  apply Matrix.inv_eq_right_inv
  ext i j
  rw [Matrix.mul_diagonal]
  by_cases hij : i = j
  · subst hij
    simp only [Matrix.add_apply, Matrix.one_apply_eq, Matrix.diagonal_apply_eq]
    have hpos : 0 < 1 + Real.exp (β * d i) := by positivity
    exact mul_one_div_cancel hpos.ne'
  · simp [Matrix.one_apply_ne hij, Matrix.diagonal_apply_ne _ hij]

/-- Three sites with the same hopping `t` between every pair. -/
def triangle (t : ℝ) : Matrix (Fin 3) (Fin 3) ℝ := !![0, t, t; t, 0, t; t, t, 0]

/-- On the uniform triangle the density of the first site equals `1/2` exactly when
`β t = 0`. -/
theorem triangle_half_filling_iff (β t : ℝ) :
    density β (triangle t) 0 0 = 1 / 2 ↔ β * t = 0 := by
  -- eigenvectors as columns of U, with inverse V and levels 2t, -t, -t
  obtain ⟨U, hU⟩ : ∃ U : Matrix (Fin 3) (Fin 3) ℝ, U = !![1, 1, 1; 1, -1, 0; 1, 0, -1] :=
    ⟨_, rfl⟩
  obtain ⟨V, hV⟩ : ∃ V : Matrix (Fin 3) (Fin 3) ℝ,
      V = !![1 / 3, 1 / 3, 1 / 3; 1 / 3, -2 / 3, 1 / 3; 1 / 3, 1 / 3, -2 / 3] := ⟨_, rfl⟩
  obtain ⟨d, hd⟩ : ∃ d : Fin 3 → ℝ, d = ![2 * t, -t, -t] := ⟨_, rfl⟩
  have hUV : U * V = 1 := by
    rw [Matrix.one_fin_three]
    ext i j
    rw [Matrix.mul_apply, Fin.sum_univ_three]
    fin_cases i <;> fin_cases j <;> simp [hU, hV] <;> norm_num
  have hent : ∀ (f : Fin 3 → ℝ) (i j : Fin 3), (U * diagonal f * V) i j
      = U i 0 * f 0 * V 0 j + U i 1 * f 1 * V 1 j + U i 2 * f 2 * V 2 j := by
    intro f i j
    rw [Matrix.mul_apply, Fin.sum_univ_three]
    simp only [Matrix.mul_diagonal]
  have htri : triangle t = U * diagonal d * V := by
    ext i j
    rw [hent]
    fin_cases i <;> fin_cases j <;> simp [triangle, hU, hV, hd] <;> ring
  have hherm : (diagonal d).IsHermitian := Matrix.isHermitian_diagonal d
  have h1 : density β (U * diagonal d * V) = U * density β (diagonal d) * V :=
    density_conj β hUV (isUnit_one_add_exp β hherm)
  have u0 : U 0 0 = 1 := by simp [hU]
  have u1 : U 0 1 = 1 := by simp [hU]
  have u2 : U 0 2 = 1 := by simp [hU]
  have v0 : V 0 0 = 1 / 3 := by simp [hV]
  have v1 : V 1 0 = 1 / 3 := by simp [hV]
  have v2 : V 2 0 = 1 / 3 := by simp [hV]
  have d0 : d 0 = 2 * t := by simp [hd]
  have d1 : d 1 = -t := by simp [hd]
  have d2 : d 2 = -t := by simp [hd]
  have e1 : Real.exp (β * (2 * t)) = Real.exp (β * t) ^ 2 := by
    rw [sq, ← Real.exp_add]
    congr 1
    ring
  have e2 : Real.exp (β * -t) = (Real.exp (β * t))⁻¹ := by
    rw [← Real.exp_neg]
    congr 1
    ring
  -- the deviation from 1/2 is (x - 1)³ / (6 (1 + x) (1 + x²)) for x > 0; used at x = exp(βt)
  have key : ∀ x : ℝ, 0 < x →
      1 * (1 / (1 + x ^ 2)) * (1 / 3) + 1 * (1 / (1 + x⁻¹)) * (1 / 3)
        + 1 * (1 / (1 + x⁻¹)) * (1 / 3)
      = 1 / 2 + (x - 1) ^ 3 / (6 * (1 + x) * (1 + x ^ 2)) := by
    intro x hx
    have h : 1 + x⁻¹ = (1 + x) / x := by
      rw [add_div, div_self hx.ne', one_div]
      exact add_comm _ _
    have ha : 1 + x ≠ 0 := by positivity
    have hb : 1 + x ^ 2 ≠ 0 := by positivity
    rw [h, one_div_div]
    field_simp
    ring
  have hval : density β (triangle t) 0 0 = 1 / 2 + (Real.exp (β * t) - 1) ^ 3
      / (6 * (1 + Real.exp (β * t)) * (1 + Real.exp (β * t) ^ 2)) := by
    rw [htri, h1, density_diagonal, hent]
    simp only [u0, u1, u2, v0, v1, v2, d0, d1, d2, e1, e2]
    exact key _ (Real.exp_pos _)
  rw [hval]
  constructor
  · intro h
    have h2 : (Real.exp (β * t) - 1) ^ 3
        / (6 * (1 + Real.exp (β * t)) * (1 + Real.exp (β * t) ^ 2)) = 0 := by linarith
    have hD : 6 * (1 + Real.exp (β * t)) * (1 + Real.exp (β * t) ^ 2) ≠ 0 := by positivity
    have h3 : (Real.exp (β * t) - 1) ^ 3 = 0 := (div_eq_zero_iff.mp h2).resolve_right hD
    have h4 : Real.exp (β * t) - 1 = 0 := (pow_eq_zero_iff (by norm_num : (3 : ℕ) ≠ 0)).mp h3
    have h5 : Real.exp (β * t) = Real.exp 0 := by
      rw [Real.exp_zero]
      linarith
    exact Real.exp_injective h5
  · intro h
    rw [h, Real.exp_zero]
    norm_num

/-- A four-site ring with four independent nearest-neighbour hoppings. -/
def plaquette (a b c d : ℝ) : Matrix (Fin 4) (Fin 4) ℝ :=
  !![0, a, 0, d; a, 0, b, 0; 0, b, 0, c; d, 0, c, 0]

/-- On-site energies `u`, `v` on alternate sites of the four-site ring and a hopping `w`
across its diagonals. -/
def plaquetteIntra (u v w : ℝ) : Matrix (Fin 4) (Fin 4) ℝ :=
  !![u, 0, w, 0; 0, v, 0, w; w, 0, u, 0; 0, w, 0, v]

/-- Alternating sublattice labels on the four-site ring. -/
def alternating : Fin 4 → Bool := ![true, false, true, false]

/-- With alternating labels the ring hopping is Hermitian and bipartite, and the on-site plus
diagonal term is Hermitian and intra-sublattice, for all real parameters. -/
theorem plaquette_witness (a b c d u v w : ℝ) :
    (plaquette a b c d).IsHermitian ∧ IsInterSublattice alternating (plaquette a b c d) ∧
      (plaquetteIntra u v w).IsHermitian ∧
      IsIntraSublattice alternating (plaquetteIntra u v w) := by
  refine ⟨?_, ?_, ?_, ?_⟩
  · show (plaquette a b c d)ᴴ = plaquette a b c d
    ext i j
    fin_cases i <;> fin_cases j <;>
      simp [plaquette, Matrix.conjTranspose_apply]
  · intro i j hs
    fin_cases i <;> fin_cases j <;>
      simp_all [alternating, plaquette]
  · show (plaquetteIntra u v w)ᴴ = plaquetteIntra u v w
    ext i j
    fin_cases i <;> fin_cases j <;>
      simp [plaquetteIntra, Matrix.conjTranspose_apply]
  · intro i j hs
    fin_cases i <;> fin_cases j <;>
      simp_all [alternating, plaquetteIntra]

end

end ParticleHoleHalfFilling
```

```lean
#print axioms ParticleHoleHalfFilling.uniform_half_filling
-- 'ParticleHoleHalfFilling.uniform_half_filling' depends on axioms: [propext, Classical.choice, Quot.sound]
#print axioms ParticleHoleHalfFilling.triangle_half_filling_iff
-- 'ParticleHoleHalfFilling.triangle_half_filling_iff' depends on axioms: [propext, Classical.choice, Quot.sound]
```

### Remarks

Step 1 is `gauge_conj_apply`, proved by the four cases of the two labels, together with `gauge_mul_self` and `gauge_conj_hamiltonian`, which read off entries from it. In `isUnit_one_add_exp` (Step 2), `hE` shows that B is Hermitian through `Matrix.exp_conjTranspose`, `hsplit` writes exp(βH) as B†B through `Matrix.exp_add_of_commute`, and the last line adds a positive semidefinite matrix to the identity. In `density_add_density_neg` (Step 3), `hEE` is E′E = 1 and `key` is the algebra for arbitrary matrices E, E′, G, with `h3` exhibiting E G as the inverse of 1 + E′. `density_conj` (Step 4) takes the conjugated exponential from `Matrix.exp_conj`; it needs neither H Hermitian nor U unitary, only U V = 1 and invertibility of 1 + exp(βH). `density_particle_hole` follows Step 5: `h1` is the conjugation, `h2` the particle–hole sum for h − W, and `h3` the (i, j) entry. `density_same_sublattice` sets W = 0 and halves the equation, and `uniform_half_filling` takes i = j and sums.

`density_diagonal` shows that for real levels d_i the definition gives the occupations 1/(1 + exp(βd_i)). It also shows what an on-site energy does: a single site with βd ≠ 0 has occupation different from 1/2. In `triangle_half_filling_iff` the columns of `U` are eigenvectors that are not orthonormal, so the general form of `density_conj` is used with the explicit inverse `V`. The formula of Step 6 appears as the intermediate `hval`; the theorem itself states that ρ₀₀ = 1/2 exactly when βt = 0. One triangle shows that the bipartite hypothesis cannot be removed in general, not that every non-bipartite matrix fails. What fails there is the choice μ = 0: by symmetry the three sites are equally occupied at any μ, and for β > 0 a suitable μ brings them all to 1/2, but it has to be searched for.

Hermiticity is used only to obtain invertibility, but some such condition is required. The real two-site matrix with h₀₁ = π, h₁₀ = −π and zero diagonal is bipartite and generates a rotation by π at β = 1, so exp(βh) = −1 and 1 + exp(βh) = 0.

`plaquette_witness` supplies a concrete family to which the theorems apply: a four-site ring with independent hoppings a, b, c, d and alternating labels, and an intra-sublattice term with on-site energies u, v and diagonal hopping w, for all real values. For this ring, changing the sign of u, v and w sends each site density n_i to 1 − n_i. In general, the choice W = −μ·1 in `density_particle_hole` gives n_i(μ) + n_i(−μ) = 1.

The theorems cover finite clusters, a single non-interacting species and any real β, including zero and negative values. They say nothing about ρ_ij between opposite sublattices, where the bond orders do depend on the hoppings, nor about individual ground states, fixed particle number or interactions. Two related statements are left as unproved comments. In a Hartree treatment of the Hubbard interaction written as U(n↑ − 1/2)(n↓ − 1/2), where U is the interaction strength and not the matrix of Step 4, the mean-field shift vanishes at density 1/2 per spin, so the uniform paramagnetic density is a self-consistent solution, though not necessarily the only one. And the exact half filling of the interacting bipartite Hubbard model at its symmetric chemical potential comes from a particle–hole transformation on Fock space, which would need a many-body formalisation.
